# A local minimum of the squared gradient that is not an SCF solution

For the orbital-rotation energy $E(\theta)=4\sin2\theta-\sin4\theta$, the squared gradient $E'(\theta)^2$ has a local minimum at $\theta=0$, although $E'(0)\neq0$. Steepest descent on $E'^2$ with a sufficiently small fixed step, started close enough to this point, converges to it. In this one-parameter model, an excited-state search that minimises the squared gradient can therefore converge without finding an SCF solution.

## Two electrons in two orbitals

```lean
import Mathlib

open Filter Topology

namespace SquaredGradientSpuriousMinimum

noncomputable section
```

The angle $\theta$ is real and in radians. An SCF solution here means a stationary point of $E$, written `deriv energy θ = 0`.

```lean
/-- The orbital-rotation energy `E(θ) = 4 sin 2θ - sin 4θ`. -/
def energy (θ : ℝ) : ℝ := 4 * Real.sin (2 * θ) - Real.sin (4 * θ)
```

Both the squared gradient and the descent step $\theta\mapsto\theta-\eta\,(E'^2)'(\theta)$, with step length $\eta$, use true derivatives.

```lean
/-- The squared energy gradient `E'(θ)²`. -/
def squaredGradient (θ : ℝ) : ℝ := (deriv energy θ) ^ 2

/-- One steepest-descent step of length `η` on the squared gradient. -/
def descentStep (η θ : ℝ) : ℝ := θ - η * deriv squaredGradient θ
```

The energy comes from a closed-shell model with orthonormal basis orbitals numbered 0 and 1. The core Hamiltonian $h$ gives them equal one-electron energies, set to zero, and a coupling of 2.

```lean
/-- The one-electron (core) Hamiltonian in two orthonormal basis orbitals. -/
def coreH : Matrix (Fin 2) (Fin 2) ℝ := !![0, 2; 2, 0]
```

The two-electron integrals are $(pq|rs)=W_{pq}W_{rs}+2\delta_{pq}\delta_{rs}$. The matrix $W$ sets how the repulsion depends on the orbital's shape; the second term is a uniform repulsion. These numbers are chosen, not computed from basis functions of a molecule.

```lean
/-- Weights of the orbital pairs in the two-electron repulsion. -/
def pairWeight : Matrix (Fin 2) (Fin 2) ℝ := !![-1, 1; 1, 1]

/-- The two-electron integrals `(pq|rs)` of the model. -/
def repulsion (p q r s : Fin 2) : ℝ :=
  pairWeight p q * pairWeight r s
    + 2 * (1 : Matrix (Fin 2) (Fin 2) ℝ) p q * (1 : Matrix (Fin 2) (Fin 2) ℝ) r s
```

Two electrons of opposite spin share the real orbital with coefficients $c$, so the energy is twice the core expectation value plus one Coulomb integral. The function `rhfEnergy` accepts any $c$; normalisation enters with $c=(\cos\theta,\sin\theta)$.

```lean
/-- The closed-shell energy of two electrons in the real orbital with coefficients `c`. -/
def rhfEnergy (c : Fin 2 → ℝ) : ℝ :=
  2 * ∑ p, ∑ q, coreH p q * c p * c q
    + ∑ p, ∑ q, ∑ r, ∑ s, repulsion p q r s * c p * c q * c r * c s
```

## (a) Positivity of the repulsion

Show that for every real $2\times2$ matrix $X$

$$\sum_{pqrs}(pq|rs)X_{pq}X_{rs}\ge0 .$$

**Solution.** Each term of the integral factorises, so the sum is

$$\Big(\sum_{pq}W_{pq}X_{pq}\Big)^2+2\,(X_{00}+X_{11})^2\ge0 .$$

In Lean, `h` is this identity and `positivity` finishes.

```lean
/-- The two-electron repulsion of the model is positive semidefinite on pair densities. -/
theorem repulsion_nonneg (X : Matrix (Fin 2) (Fin 2) ℝ) :
    0 ≤ ∑ p, ∑ q, ∑ r, ∑ s, repulsion p q r s * X p q * X r s := by
  have h : ∑ p, ∑ q, ∑ r, ∑ s, repulsion p q r s * X p q * X r s
      = (-X 0 0 + X 0 1 + X 1 0 + X 1 1) ^ 2 + 2 * (X 0 0 + X 1 1) ^ 2 := by
    simp [repulsion, pairWeight, Fin.sum_univ_two]
    ring
  rw [h]
  positivity
```

## (b) The energy of the rotated orbital

Show that the closed-shell energy of $(\cos\theta,\sin\theta)$ is $E(\theta)+3$.

**Solution.** For $c=(x,y)$ the energy is

$$8xy+(-x^2+2xy+y^2)^2+2(x^2+y^2)^2 ,$$

which is `key` in the proof. With $x=\cos\theta$ and $y=\sin\theta$ it becomes

$$4\sin2\theta+(\sin2\theta-\cos2\theta)^2+2=4\sin2\theta+1-\sin4\theta+2 .$$

The constant does not affect the gradient. The final `linear_combination` uses $\sin^2\theta+\cos^2\theta=1$.

```lean
/-- For the rotated orbital `(cos θ, sin θ)` the closed-shell energy is `E(θ) + 3`. -/
theorem rhfEnergy_rotated (θ : ℝ) :
    rhfEnergy ![Real.cos θ, Real.sin θ] = energy θ + 3 := by
  have key : ∀ x y : ℝ, rhfEnergy ![x, y]
      = 8 * x * y + (-x ^ 2 + 2 * x * y + y ^ 2) ^ 2 + 2 * (x ^ 2 + y ^ 2) ^ 2 := by
    intro x y
    simp [rhfEnergy, coreH, repulsion, pairWeight, Fin.sum_univ_two]
    ring
  have h4 : Real.sin (4 * θ) = 2 * Real.sin (2 * θ) * Real.cos (2 * θ) := by
    rw [← Real.sin_two_mul]
    ring_nf
  rw [key, energy, h4, Real.sin_two_mul, Real.cos_two_mul']
  linear_combination
    3 * (Real.sin θ ^ 2 + Real.cos θ ^ 2 + 1) * Real.sin_sq_add_cos_sq θ
```

## (c) The energy gradient

Show that $E'(\theta)=4+8\cos2\theta\,(1-\cos2\theta)$.

**Solution.** Put $x=\cos2\theta$, so that $\cos4\theta=2x^2-1$. Then

$$E'=8\cos2\theta-4\cos4\theta=8x-8x^2+4 .$$

`HasDerivAt` states that the derivative exists and has this value. The proof applies the chain rule and then the double-angle formula `hc`.

```lean
/-- The energy gradient is `E'(θ) = 4 + 8 cos 2θ (1 - cos 2θ)`. -/
theorem energy_hasDerivAt (θ : ℝ) :
    HasDerivAt energy (4 + 8 * Real.cos (2 * θ) * (1 - Real.cos (2 * θ))) θ := by
  have h2 : HasDerivAt (fun t : ℝ => 2 * t) 2 θ := by
    simpa using (hasDerivAt_id' θ).const_mul (2 : ℝ)
  have h4 : HasDerivAt (fun t : ℝ => 4 * t) 4 θ := by
    simpa using (hasDerivAt_id' θ).const_mul (4 : ℝ)
  have hc : Real.cos (4 * θ) = 2 * Real.cos (2 * θ) ^ 2 - 1 := by
    rw [← Real.cos_two_mul]
    ring_nf
  refine ((h2.sin.const_mul 4).fun_sub h4.sin).congr_deriv ?_
  rw [hc]
  ring
```

## (d) All SCF solutions

Show that $E'(\theta)=0$ exactly when $\cos2\theta=(1-\sqrt3)/2$.

**Solution.** With $x=\cos2\theta$, the condition is $x^2-x-\tfrac12=0$, with roots $(1\pm\sqrt3)/2$. The larger root exceeds 1 and cannot be a cosine. Lean factorises the quadratic in `hp` and excludes that root; substitution gives the converse.

```lean
/-- The SCF solutions are exactly the angles with `cos 2θ = (1 - √3)/2`. -/
theorem stationary_iff (θ : ℝ) :
    deriv energy θ = 0 ↔ Real.cos (2 * θ) = (1 - Real.sqrt 3) / 2 := by
  rw [(energy_hasDerivAt θ).deriv]
  have hs : Real.sqrt 3 ^ 2 = 3 := Real.sq_sqrt (by norm_num)
  have hs0 := Real.sqrt_nonneg 3
  have hx := Real.cos_le_one (2 * θ)
  constructor
  · intro h
    have hp : (Real.cos (2 * θ) - (1 - Real.sqrt 3) / 2)
        * (Real.cos (2 * θ) - (1 + Real.sqrt 3) / 2) = 0 := by
      linear_combination (-1 / 8) * h - (1 / 4) * hs
    -- the other root of the quadratic exceeds one
    rcases mul_eq_zero.mp hp with h1 | h1
    · linarith
    · nlinarith
  · intro h
    rw [h]
    linear_combination (-2) * hs
```

## (e) An explicit SCF solution

Show that $\theta=\tfrac12\arccos\frac{1-\sqrt3}{2}$ is an SCF solution.

**Solution.** Since $(1-\sqrt3)/2$ lies in $[-1,1]$, the cosine of its arccosine is the number itself, and (d) applies. The two `nlinarith` calls check the bounds.

```lean
/-- The angle `θ = arccos((1 - √3)/2)/2` is an SCF solution. -/
theorem scf_solution : deriv energy (Real.arccos ((1 - Real.sqrt 3) / 2) / 2) = 0 := by
  have hs : Real.sqrt 3 ^ 2 = 3 := Real.sq_sqrt (by norm_num)
  have hs0 := Real.sqrt_nonneg 3
  rw [stationary_iff, mul_div_cancel₀ _ (two_ne_zero' ℝ)]
  exact Real.cos_arccos (by nlinarith) (by nlinarith)
```

## (f) The squared gradient near zero

Show that $E'(0)^2<E'(\theta)^2$ for $0<|\theta|<\pi/4$.

**Solution.** Here $0<|2\theta|<\pi/2$, so $x=\cos2\theta$ satisfies $0<x<1$. Thus $8x(1-x)>0$ and $E'(\theta)>4$. At $\theta=0$ we have $x=1$ and $E'(0)=4$. Squaring preserves the inequality because both sides are positive. The facts `hx` and `hx1` bound $x$, and `hm` is the positive product.

```lean
/-- For `0 < |θ| < π/4` the squared gradient is strictly larger than at `θ = 0`. -/
theorem squaredGradient_strict {θ : ℝ} (h0 : θ ≠ 0) (h : |θ| < Real.pi / 4) :
    squaredGradient 0 < squaredGradient θ := by
  obtain ⟨hl, hr⟩ := abs_lt.mp h
  have hpi := Real.pi_pos
  have hx : 0 < Real.cos (2 * θ) :=
    Real.cos_pos_of_mem_Ioo ⟨by linarith, by linarith⟩
  have hx1 : Real.cos (2 * θ) < 1 := by
    refine lt_of_le_of_ne (Real.cos_le_one _) fun hc => h0 ?_
    have := (Real.cos_eq_one_iff_of_lt_of_lt (by linarith) (by linarith)).mp hc
    linarith
  have hm := mul_pos hx (sub_pos.mpr hx1)
  rw [squaredGradient, squaredGradient, (energy_hasDerivAt 0).deriv,
    (energy_hasDerivAt θ).deriv, mul_zero, Real.cos_zero]
  nlinarith
```

## (g) The spurious minimum

Show that $E'^2$ has a local minimum at $0$ and that $E'(0)=4$.

**Solution.** The interval $(-\pi/4,\pi/4)$ is a neighbourhood of $0$. At its centre the two values agree, and elsewhere (f) applies. The value 4 follows from (c). `IsLocalMin` expresses the non-strict inequality near $0$; strictness is in (f).

```lean
/-- The squared gradient has a local minimum at `θ = 0`, although `E'(0) = 4`. -/
theorem spurious_local_minimum :
    IsLocalMin squaredGradient 0 ∧ deriv energy 0 = 4 := by
  have hpi := Real.pi_pos
  constructor
  · have hn : Set.Ioo (-(Real.pi / 4)) (Real.pi / 4) ∈ 𝓝 (0 : ℝ) :=
      Ioo_mem_nhds (by linarith) (by linarith)
    filter_upwards [hn] with θ hθ
    by_cases h0 : θ = 0
    · rw [h0]
    · exact (squaredGradient_strict h0 (abs_lt.mpr hθ)).le
  · rw [(energy_hasDerivAt 0).deriv, mul_zero, Real.cos_zero]
    norm_num
```

## (h) The slope of the squared gradient

Show that

$$(E'^2)'(\theta)=32\,\bigl(4+8x(1-x)\bigr)(2x-1)\sin2\theta,\qquad x=\cos2\theta .$$

**Solution.** From $x'=-2\sin2\theta$ we get

$$E''=8(1-2x)x'=16(2x-1)\sin2\theta ,$$

and $(E'^2)'=2E'E''$. At $\theta=0$ this slope vanishes because the curvature $E''$ does, not because $E'$ does. Lean writes the square as a product and applies the product rule.

```lean
/-- The slope of the squared gradient, `2 E'(θ) E''(θ)`, in closed form. -/
theorem squaredGradient_hasDerivAt (θ : ℝ) :
    HasDerivAt squaredGradient (32 * ((4 + 8 * Real.cos (2 * θ) * (1 - Real.cos (2 * θ)))
      * (2 * Real.cos (2 * θ) - 1) * Real.sin (2 * θ))) θ := by
  have hf : squaredGradient = fun t =>
      (4 + 8 * Real.cos (2 * t) * (1 - Real.cos (2 * t)))
        * (4 + 8 * Real.cos (2 * t) * (1 - Real.cos (2 * t))) := by
    funext t
    rw [squaredGradient, (energy_hasDerivAt t).deriv, sq]
  have h2 : HasDerivAt (fun t : ℝ => 2 * t) 2 θ := by
    simpa using (hasDerivAt_id' θ).const_mul (2 : ℝ)
  have hg := ((h2.cos.const_mul 8).fun_mul (h2.cos.const_sub 1)).const_add 4
  rw [hf]
  refine (hg.fun_mul hg).congr_deriv ?_
  ring
```

## (i) One descent step

Let $|\theta|\le\frac14$ and $0\le\eta\le\frac1{320}$. Show that a descent step takes $\theta$ to a point $\theta_{\rm new}$ with

$$|\theta_{\rm new}|\le(1-96\eta)|\theta| .$$

**Solution.** First take $\theta=t\ge0$. The bounds $\frac2\pi u\le\sin u\le u$ at $u=2t$, with $\pi\le4$, give $t\le\sin2t\le2t$. Also $x=\cos2t\ge1-2t^2\ge\frac78$, so $0\le x(1-x)\le\frac18$. Hence

$$A=\bigl(4+8x(1-x)\bigr)(2x-1)$$

lies between $4\cdot\frac34=3$ and $5\cdot1=5$, and the slope $32A\sin2t$ lies between $96t$ and $320t$. The new point is at least $(1-320\eta)t\ge0$ and at most $(1-96\eta)t$.

For negative $\theta$, use that the step is an odd function. In Lean, `key` treats $t\ge0$, `hA` and `hA'` bound $A$, and `odd` supplies the reflection.

```lean
/-- Within `|θ| ≤ 1/4`, a descent step of length `0 ≤ η ≤ 1/320` shrinks `|θ|` at least
by the factor `1 - 96 η`. -/
theorem descentStep_contracts {η θ : ℝ} (hη : 0 ≤ η) (hη' : η ≤ 1 / 320)
    (hθ : |θ| ≤ 1 / 4) : |descentStep η θ| ≤ (1 - 96 * η) * |θ| := by
  have key : ∀ t : ℝ, 0 ≤ t → t ≤ 1 / 4 → |descentStep η t| ≤ (1 - 96 * η) * t := by
    intro t h0 h1
    have hy2 : Real.sin (2 * t) ≤ 2 * t := Real.sin_le (by linarith)
    have hy1 : t ≤ Real.sin (2 * t) := by
      have hb := Real.mul_le_sin (x := 2 * t) (by linarith)
        (by linarith [Real.pi_gt_three])
      have hp : 1 / 2 ≤ 2 / Real.pi := by
        rw [le_div_iff₀ Real.pi_pos]
        linarith [Real.pi_le_four]
      nlinarith
    have hx : 7 / 8 ≤ Real.cos (2 * t) := by
      have := Real.one_sub_sq_div_two_le_cos (x := 2 * t)
      nlinarith
    have hx1 := Real.cos_le_one (2 * t)
    rw [descentStep, (squaredGradient_hasDerivAt t).deriv]
    generalize Real.cos (2 * t) = x at *
    generalize Real.sin (2 * t) = y at *
    have hm : 0 ≤ x * (1 - x) := mul_nonneg (by linarith) (by linarith)
    have hm' : x * (1 - x) ≤ 1 / 8 := by nlinarith
    have hA : 3 ≤ (4 + 8 * x * (1 - x)) * (2 * x - 1) := by
      nlinarith [mul_nonneg hm (show 0 ≤ 2 * x - 1 by linarith)]
    have hA' : (4 + 8 * x * (1 - x)) * (2 * x - 1) ≤ 5 := by
      nlinarith [mul_nonneg hm (show 0 ≤ 1 - x by linarith)]
    generalize (4 + 8 * x * (1 - x)) * (2 * x - 1) = A at *
    -- the slope lies between 96 t and 320 t
    have hl : 3 * t ≤ A * y := by nlinarith
    have hu : A * y ≤ 10 * t := by nlinarith
    have hl' := mul_le_mul_of_nonneg_left hl hη
    have hu' := mul_le_mul_of_nonneg_left hu hη
    have ht := mul_le_mul_of_nonneg_right hη' h0
    rw [abs_of_nonneg (by linarith)]
    linarith
  have odd : descentStep η (-θ) = -descentStep η θ := by
    simp only [descentStep, (squaredGradient_hasDerivAt _).deriv, mul_neg,
      Real.cos_neg, Real.sin_neg]
    ring
  rcases le_total 0 θ with h | h
  · rw [abs_of_nonneg h] at hθ ⊢
    exact key θ h hθ
  · rw [abs_of_nonpos h] at hθ ⊢
    have := key (-θ) (by linarith) hθ
    rwa [odd, abs_neg] at this
```

## (j) Convergence to the wrong point

Let $|\theta_0|\le\frac14$ and $0<\eta\le\frac1{320}$. Show that the descent iterates satisfy

$$\theta_n\to0,\qquad E'(0)\neq0 .$$

**Solution.** Since $0\le1-96\eta<1$, each step stays in the interval where (i) holds. By induction

$$|\theta_n|\le(1-96\eta)^n|\theta_0|\to0 ,$$

while $E'(0)=4$ by (g). In Lean, `(descentStep η)^[n] θ₀` is $\theta_n$, `hb` is the induction, and `squeeze_zero_norm` passes to the limit. The theorem concerns exact real arithmetic and a fixed step length; it does not treat line searches, quasi-Newton updates or objectives that add an energy target to the squared gradient.

```lean
/-- Steepest descent on the squared gradient, started anywhere in `|θ₀| ≤ 1/4` with step
length `0 < η ≤ 1/320`, converges to `θ = 0`, which is not an SCF solution. -/
theorem descent_converges_to_nonstationary {η θ₀ : ℝ} (hη : 0 < η) (hη' : η ≤ 1 / 320)
    (hθ : |θ₀| ≤ 1 / 4) :
    Tendsto (fun n : ℕ => (descentStep η)^[n] θ₀) atTop (𝓝 0) ∧ deriv energy 0 ≠ 0 := by
  have hq0 : 0 ≤ 1 - 96 * η := by linarith
  have hq1 : 1 - 96 * η < 1 := by linarith
  have hb : ∀ n : ℕ, |(descentStep η)^[n] θ₀| ≤ (1 - 96 * η) ^ n * |θ₀| := by
    intro n
    induction n with
    | zero => simp
    | succ n ih =>
      have hp : (1 - 96 * η) ^ n ≤ 1 := pow_le_one₀ hq0 hq1.le
      have hin : |(descentStep η)^[n] θ₀| ≤ 1 / 4 := by
        nlinarith [abs_nonneg θ₀]
      rw [Function.iterate_succ_apply']
      calc |descentStep η ((descentStep η)^[n] θ₀)|
          ≤ (1 - 96 * η) * |(descentStep η)^[n] θ₀| :=
            descentStep_contracts hη.le hη' hin
        _ ≤ (1 - 96 * η) * ((1 - 96 * η) ^ n * |θ₀|) :=
            mul_le_mul_of_nonneg_left ih hq0
        _ = (1 - 96 * η) ^ (n + 1) * |θ₀| := by ring
  constructor
  · refine squeeze_zero_norm (fun n => hb n) ?_
    simpa using (tendsto_pow_atTop_nhds_zero_of_lt_one hq0 hq1).mul_const |θ₀|
  · rw [spurious_local_minimum.2]
    norm_num

end

end SquaredGradientSpuriousMinimum
```

```lean
#print axioms SquaredGradientSpuriousMinimum.rhfEnergy_rotated
#print axioms SquaredGradientSpuriousMinimum.scf_solution
#print axioms SquaredGradientSpuriousMinimum.spurious_local_minimum
#print axioms SquaredGradientSpuriousMinimum.descent_converges_to_nonstationary
```

```
'SquaredGradientSpuriousMinimum.rhfEnergy_rotated' depends on axioms: [propext, Classical.choice, Quot.sound]
'SquaredGradientSpuriousMinimum.scf_solution' depends on axioms: [propext, Classical.choice, Quot.sound]
'SquaredGradientSpuriousMinimum.spurious_local_minimum' depends on axioms: [propext, Classical.choice, Quot.sound]
'SquaredGradientSpuriousMinimum.descent_converges_to_nonstationary' depends on axioms: [propext, Classical.choice, Quot.sound]
```
